# The site resolvent averaged over local moments balanced between opposite directions is spin-independent

In many magnetic metals the atoms keep their moments above the ordering temperature, but the moments point in different directions. An electron arriving at one atom meets an exchange field along a particular axis, yet the sample as a whole has no preferred axis. What does the electron see on average, and does the exchange field leave any trace?

Take one orbital with two spin states, in surroundings that do not depend on spin. Let the complex number $D$ be the electron's energy minus the orbital's level and minus its coupling to the surroundings. Let the real number $v$ be the exchange shift: spin parallel to the moment is raised by $v$ and antiparallel spin lowered by $v$, so a negative $v$ favours alignment. For a moment along the real unit vector $n=(n_0,n_1,n_2)$, the site resolvent is

$$G(n)=(D-v\,n\cdot\sigma)^{-1},\qquad n\cdot\sigma=n_0\sigma_x+n_1\sigma_y+n_2\sigma_z,$$

with $\sigma_x,\sigma_y,\sigma_z$ the Pauli matrices. Let $S$ be a finite set of such directions with real weights $w(n)$ summing to one, and write $\langle G\rangle=\sum_{n\in S}w(n)\,G(n)$. If $S$ contains $-n$ whenever it contains $n$, if $w(-n)=w(n)$, and if $D^2\neq v^2$, then

$$\langle G\rangle=\frac{D}{D^2-v^2}\,\mathbb 1 .$$

The spin dependence is gone, but $v$ survives in the denominator. Probability weights are a special case, since positivity is not needed.

## One direction, then the ensemble

Written out,

$$n\cdot\sigma=\begin{pmatrix}n_2&n_0-in_1\\ n_0+in_1&-n_2\end{pmatrix}.$$

In its square, both diagonal entries are $n_2^2+(n_0-in_1)(n_0+in_1)=|n|^2$, and the off-diagonal entries cancel. So $(n\cdot\sigma)^2=|n|^2\,\mathbb 1$, which is $\mathbb 1$ for a unit vector. The difference of two squares then gives

$$(D-v\,n\cdot\sigma)(D+v\,n\cdot\sigma)=(D^2-v^2)\,\mathbb 1,\qquad G(n)=\frac{D+v\,n\cdot\sigma}{D^2-v^2}.$$

The denominator is the same for every direction. With the mean moment $m=\sum_{n\in S}w(n)\,n$ and weights summing to one,

$$(D^2-v^2)\langle G\rangle=D\,\mathbb 1+v\,m\cdot\sigma .$$

When opposite directions have equal weight, the contributions $w(n)\,n$ and $w(-n)(-n)$ cancel, so $m=0$ and the claim follows.

Conversely, suppose $v\neq0$ and the average has the form $D/(D^2-v^2)$ times the identity. Then $m\cdot\sigma=0$, its square gives $|m|^2=0$, and so $m=0$. Finally,

$$\frac12\left(\frac1{D-v}+\frac1{D+v}\right)=\frac{D}{D^2-v^2},$$

so the symmetric average is also that of an equal mixture of up and down sites. In electronic-structure work on paramagnets, this identity allows an orientational average to be replaced by a two-component one, here for a single orbital without spin-orbit coupling in a given spin-independent medium.

## Two opposite moments, with equal and unequal weights

Take $D=2$, $v=1$ and the directions $\pm(1,0,0)$, each with weight $\tfrac12$. The two inverses are

$$\frac13\begin{pmatrix}2&1\\1&2\end{pmatrix},\qquad \frac13\begin{pmatrix}2&-1\\-1&2\end{pmatrix},$$

and their mean is $\tfrac23\,\mathbb 1$. The formula gives $2/(4-1)=\tfrac23$, and the up–down mixture gives $\tfrac12(1+\tfrac13)=\tfrac23$.

Now change the weights to $\tfrac34$ and $\tfrac14$. Every hypothesis still holds except $w(-n)=w(n)$. The mean moment is $(\tfrac12,0,0)$, and the average becomes

$$\begin{pmatrix}2/3&1/6\\1/6&2/3\end{pmatrix},$$

which is not a multiple of the identity.

## Spin matrices and finite ensembles in Lean

```lean
import Mathlib

open Matrix

namespace DisorderedLocalMoments

noncomputable section
```

A direction is a function `Fin 3 → ℝ`, with components numbered from 0 as above. The explicit matrices in `spinAlong` fix the usual Pauli convention, with the spin quantised along the third axis.

```lean
/-- The spin matrix `n·σ`: the Pauli matrices contracted with a real vector `n`. -/
def spinAlong (n : Fin 3 → ℝ) : Matrix (Fin 2) (Fin 2) ℂ :=
  (n 0 : ℂ) • !![0, 1; 1, 0] + (n 1 : ℂ) • !![0, -Complex.I; Complex.I, 0]
    + (n 2 : ℂ) • !![1, 0; 0, -1]
```

The site matrix takes `D` complex and `v` real; `(v : ℂ)` is the same real number read as a complex one.

```lean
/-- The site matrix `D - v n·σ` of a local moment pointing along `n`. -/
def siteMatrix (D : ℂ) (v : ℝ) (n : Fin 3 → ℝ) : Matrix (Fin 2) (Fin 2) ℂ :=
  D • (1 : Matrix (Fin 2) (Fin 2) ℂ) - (v : ℂ) • spinAlong n
```

An ensemble is a finite set `S` with a weight function `w`, of which only the values on `S` matter.

```lean
/-- The mean moment: the weighted sum of the directions in a finite ensemble. -/
def meanMoment (S : Finset (Fin 3 → ℝ)) (w : (Fin 3 → ℝ) → ℝ) : Fin 3 → ℝ :=
  ∑ n ∈ S, w n • n
```

The average is a finite weighted sum. A continuous distribution over the sphere would need an integral and is not treated.

```lean
/-- The weighted sum of the inverse site matrices over a finite ensemble of directions.
It is meant for invertible site matrices; for unit directions this is `D² ≠ v²`. -/
def averageResolvent (S : Finset (Fin 3 → ℝ)) (w : (Fin 3 → ℝ) → ℝ) (D : ℂ) (v : ℝ) :
    Matrix (Fin 2) (Fin 2) ℂ :=
  ∑ n ∈ S, (w n : ℂ) • (siteMatrix D v n)⁻¹
```

## The inverse for a single direction

The first theorem holds for every real vector, not only unit ones. Its proof compares the four matrix entries, as the hand calculation does, using $i^2=-1$ where the second component is squared.

```lean
/-- The square of `n·σ` is the squared length of `n` times the identity. -/
theorem spinAlong_sq (n : Fin 3 → ℝ) :
    spinAlong n * spinAlong n = ((n ⬝ᵥ n : ℝ) : ℂ) • (1 : Matrix (Fin 2) (Fin 2) ℂ) := by
  ext i j
  fin_cases i <;> fin_cases j <;>
    simp [spinAlong, Matrix.mul_apply, dotProduct, Fin.sum_univ_succ]
  all_goals first
    | linear_combination (-(n 1 : ℂ) ^ 2) * Complex.I_sq
    | ring1
```

Next comes the inverse for a unit direction, a condition written `n ⬝ᵥ n = 1`. The hypothesis `hD` says $D^2\neq v^2$: the energy variable must avoid the two poles $D=\pm v$, where the site matrix is singular. Any non-real $D$ satisfies it.

The conclusion has two parts: the matrix times its inverse is the identity, and the inverse has the stated form. The first part matters because Lean assigns the zero matrix as the inverse of a singular matrix, so an equation about inverses does not by itself show that they exist.

In the proof, `hfac` is the difference of two squares and `hright` divides it by $D^2-v^2$. A right inverse of a square matrix is its inverse, which settles both parts.

```lean
/-- For a unit direction `n` and `D² ≠ v²`, the site matrix is invertible, and its inverse
is `(D + v n·σ) / (D² - v²)`. -/
theorem site_resolvent (D : ℂ) (v : ℝ) (n : Fin 3 → ℝ) (hn : n ⬝ᵥ n = 1)
    (hD : D ^ 2 ≠ (v : ℂ) ^ 2) :
    siteMatrix D v n * (siteMatrix D v n)⁻¹ = 1 ∧
    (siteMatrix D v n)⁻¹ = (D ^ 2 - (v : ℂ) ^ 2)⁻¹ •
      (D • (1 : Matrix (Fin 2) (Fin 2) ℂ) + (v : ℂ) • spinAlong n) := by
  have hne : D ^ 2 - (v : ℂ) ^ 2 ≠ 0 := sub_ne_zero.mpr hD
  have hσ : spinAlong n * spinAlong n = 1 := by
    rw [spinAlong_sq, hn, Complex.ofReal_one, one_smul]
  -- the difference of two squares, with `(n·σ)² = 1`
  have hfac : siteMatrix D v n *
      (D • (1 : Matrix (Fin 2) (Fin 2) ℂ) + (v : ℂ) • spinAlong n)
      = (D ^ 2 - (v : ℂ) ^ 2) • (1 : Matrix (Fin 2) (Fin 2) ℂ) := by
    simp only [siteMatrix, sub_mul, mul_add, Matrix.smul_mul, Matrix.mul_smul,
      one_mul, mul_one, hσ]
    module
  have hright : siteMatrix D v n * ((D ^ 2 - (v : ℂ) ^ 2)⁻¹ •
      (D • (1 : Matrix (Fin 2) (Fin 2) ℂ) + (v : ℂ) • spinAlong n)) = 1 := by
    rw [Matrix.mul_smul, hfac, smul_smul, inv_mul_cancel₀ hne, one_smul]
  have hinv := Matrix.inv_eq_right_inv hright
  exact ⟨by rw [hinv]; exact hright, hinv⟩
```

## The mean moment controls the average

Because $n\cdot\sigma$ is linear in $n$, the spin matrix of the mean moment is the weighted sum of the individual spin matrices. The proof adds one direction at a time.

```lean
/-- The spin matrix of the mean moment is the weighted sum of the spin matrices. -/
theorem spinAlong_meanMoment (S : Finset (Fin 3 → ℝ)) (w : (Fin 3 → ℝ) → ℝ) :
    spinAlong (meanMoment S w) = ∑ n ∈ S, (w n : ℂ) • spinAlong n := by
  classical
  unfold meanMoment
  induction S using Finset.induction_on with
  | empty => simp [spinAlong]
  | insert a s ha ih =>
    rw [Finset.sum_insert ha, Finset.sum_insert ha, ← ih]
    simp only [spinAlong, Pi.add_apply, Pi.smul_apply, smul_eq_mul,
      Complex.ofReal_add, Complex.ofReal_mul]
    module
```

The general average assumes no symmetry. It needs only unit directions (`hS`), weights summing to one (`hw`) and `hD`. The step `hterm` multiplies each contribution by $D^2-v^2$; summing then gives the total weight in front of $D$ and the mean moment in front of $v$.

```lean
/-- For unit directions with real weights summing to one and `D² ≠ v²`, the averaged inverse
times `D² - v²` is `D + v m·σ`, where `m` is the mean moment. -/
theorem average_general (S : Finset (Fin 3 → ℝ)) (w : (Fin 3 → ℝ) → ℝ) (D : ℂ) (v : ℝ)
    (hS : ∀ n ∈ S, n ⬝ᵥ n = 1) (hw : ∑ n ∈ S, w n = 1) (hD : D ^ 2 ≠ (v : ℂ) ^ 2) :
    (D ^ 2 - (v : ℂ) ^ 2) • averageResolvent S w D v
      = D • (1 : Matrix (Fin 2) (Fin 2) ℂ) + (v : ℂ) • spinAlong (meanMoment S w) := by
  have hne : D ^ 2 - (v : ℂ) ^ 2 ≠ 0 := sub_ne_zero.mpr hD
  have hw' : ∑ n ∈ S, (w n : ℂ) = 1 := by exact_mod_cast hw
  -- clear the common denominator in each term
  have hterm : ∀ n ∈ S, (D ^ 2 - (v : ℂ) ^ 2) • ((w n : ℂ) • (siteMatrix D v n)⁻¹)
      = (w n : ℂ) • (D • (1 : Matrix (Fin 2) (Fin 2) ℂ))
        + (v : ℂ) • ((w n : ℂ) • spinAlong n) := by
    intro n hn
    rw [(site_resolvent D v n (hS n hn) hD).2, smul_comm, smul_inv_smul₀ hne]
    module
  rw [averageResolvent, Finset.smul_sum, Finset.sum_congr rfl hterm,
    Finset.sum_add_distrib, ← Finset.sum_smul, hw', one_smul, ← Finset.smul_sum,
    ← spinAlong_meanMoment]
```

The symmetry under reversal of the moments enters through `hneg`, which keeps $-n$ in the set, and `heven`, which gives it the same weight. `Finset.sum_involution` carries out the pairwise cancellation. It also asks that no nonzero contribution be paired with itself: $n=-n$ would force $n=0$, which contributes nothing.

```lean
/-- An ensemble whose directions and weights are symmetric under `n → -n` has zero mean
moment. -/
theorem meanMoment_eq_zero (S : Finset (Fin 3 → ℝ)) (w : (Fin 3 → ℝ) → ℝ)
    (hneg : ∀ n ∈ S, -n ∈ S) (heven : ∀ n ∈ S, w (-n) = w n) :
    meanMoment S w = 0 := by
  unfold meanMoment
  -- opposite directions cancel in pairs
  refine Finset.sum_involution (fun n _ => -n) ?_ ?_ ?_ ?_
  · intro n hn
    simp [heven n hn]
  · intro n hn hne h
    apply hne
    have h0 : n = 0 := by
      funext i
      have hi : -n i = n i := congrFun h i
      change n i = 0
      linarith
    rw [h0, smul_zero]
  · intro n hn
    exact hneg n hn
  · intro n hn
    exact neg_neg n
```

With zero mean moment, the general formula loses its spin term, and dividing by $D^2-v^2$ gives the average. This version also covers ensembles without that reversal symmetry, such as three equally weighted directions at $120^\circ$ in a plane.

```lean
/-- For unit directions with real weights summing to one, zero mean moment and `D² ≠ v²`,
every site matrix is invertible and the averaged inverse is `D / (D² - v²)` times the
identity. -/
theorem average_of_zero_moment (S : Finset (Fin 3 → ℝ)) (w : (Fin 3 → ℝ) → ℝ)
    (D : ℂ) (v : ℝ) (hS : ∀ n ∈ S, n ⬝ᵥ n = 1) (hw : ∑ n ∈ S, w n = 1)
    (hm : meanMoment S w = 0) (hD : D ^ 2 ≠ (v : ℂ) ^ 2) :
    (∀ n ∈ S, siteMatrix D v n * (siteMatrix D v n)⁻¹ = 1) ∧
    averageResolvent S w D v
      = (D / (D ^ 2 - (v : ℂ) ^ 2)) • (1 : Matrix (Fin 2) (Fin 2) ℂ) := by
  refine ⟨fun n hn => (site_resolvent D v n (hS n hn) hD).1, ?_⟩
  have hne : D ^ 2 - (v : ℂ) ^ 2 ≠ 0 := sub_ne_zero.mpr hD
  have h0 : spinAlong 0 = 0 := by simp [spinAlong]
  have h := average_general S w D v hS hw hD
  rw [hm, h0, smul_zero, add_zero] at h
  rw [← inv_smul_smul₀ hne (averageResolvent S w D v), h, smul_smul, div_eq_mul_inv,
    mul_comm]
```

The main theorem combines the last two results. It states that every site matrix in the ensemble is invertible and that the average is $D/(D^2-v^2)$ times the identity.

```lean
/-- Disordered local moments: for unit directions and real weights symmetric under `n → -n`,
with weights summing to one and `D² ≠ v²`, every `D - v n·σ` is invertible and the average of
the inverses is `D / (D² - v²)` times the identity. -/
theorem disordered_local_moments (S : Finset (Fin 3 → ℝ)) (w : (Fin 3 → ℝ) → ℝ)
    (D : ℂ) (v : ℝ) (hS : ∀ n ∈ S, n ⬝ᵥ n = 1) (hw : ∑ n ∈ S, w n = 1)
    (hneg : ∀ n ∈ S, -n ∈ S) (heven : ∀ n ∈ S, w (-n) = w n)
    (hD : D ^ 2 ≠ (v : ℂ) ^ 2) :
    (∀ n ∈ S, siteMatrix D v n * (siteMatrix D v n)⁻¹ = 1) ∧
    averageResolvent S w D v
      = (D / (D ^ 2 - (v : ℂ) ^ 2)) • (1 : Matrix (Fin 2) (Fin 2) ℂ) :=
  average_of_zero_moment S w D v hS hw (meanMoment_eq_zero S w hneg heven) hD
```

The theorem concerns one site with $D$ and $v$ given. The full disordered-local-moment theory of a metal must also determine the size of the moments and the effective medium self-consistently, and neither calculation is attempted here.

## When the average is spin-independent

For $v\neq0$, a vanishing mean moment is both sufficient and necessary for the average to be $D/(D^2-v^2)$ times the identity. The word "nonmagnetic" in the theorem's name refers only to the missing spin dependence: a site with no exchange shift would give $1/D$ instead. If $v=0$, the direction has no effect on the site, so the average cannot reveal the mean moment.

The forward direction compares the assumed average with `average_general`, which leaves $v\,m\cdot\sigma=0$. Dividing by $v$ and applying `spinAlong_sq` gives a mean moment of zero length, hence the zero vector.

```lean
/-- For `v ≠ 0`, `D² ≠ v²` and unit directions with real weights summing to one, the averaged
inverse is `D / (D² - v²)` times the identity exactly when the mean moment vanishes. -/
theorem average_nonmagnetic_iff (S : Finset (Fin 3 → ℝ)) (w : (Fin 3 → ℝ) → ℝ)
    (D : ℂ) (v : ℝ) (hS : ∀ n ∈ S, n ⬝ᵥ n = 1) (hw : ∑ n ∈ S, w n = 1)
    (hv : v ≠ 0) (hD : D ^ 2 ≠ (v : ℂ) ^ 2) :
    averageResolvent S w D v
      = (D / (D ^ 2 - (v : ℂ) ^ 2)) • (1 : Matrix (Fin 2) (Fin 2) ℂ)
      ↔ meanMoment S w = 0 := by
  refine ⟨fun havg => ?_, fun hm => (average_of_zero_moment S w D v hS hw hm hD).2⟩
  have hne : D ^ 2 - (v : ℂ) ^ 2 ≠ 0 := sub_ne_zero.mpr hD
  have hv' : (v : ℂ) ≠ 0 := by exact_mod_cast hv
  have h := average_general S w D v hS hw hD
  rw [havg, smul_smul, mul_div_cancel₀ _ hne] at h
  have hσv : (v : ℂ) • spinAlong (meanMoment S w) = 0 := left_eq_add.mp h
  have hσ : spinAlong (meanMoment S w) = 0 := by
    rw [← inv_smul_smul₀ hv' (spinAlong (meanMoment S w)), hσv, smul_zero]
  -- a vanishing spin matrix has a vector of zero length
  have hsq := spinAlong_sq (meanMoment S w)
  rw [hσ, mul_zero] at hsq
  have hentry := congrFun (congrFun hsq.symm 0) 0
  rw [Matrix.smul_apply, Matrix.one_apply_eq, smul_eq_mul, mul_one,
    Matrix.zero_apply] at hentry
  exact dotProduct_self_eq_zero.mp (Complex.ofReal_eq_zero.mp hentry)
```

The last theorem is the equality with the up–down mixture. Here `hm` and `hp` show that $D-v$ and $D+v$ are nonzero, since either one vanishing would make $D^2-v^2$ vanish. The step `hfrac` is the partial-fraction identity, and the main theorem supplies the rest.

```lean
/-- For unit directions and real weights symmetric under `n → -n`, with weights summing to one and
`D² ≠ v²`, the average of the inverse site matrices is the equal-weight mean of `1 / (D - v)` and
`1 / (D + v)`, times the identity. -/
theorem average_eq_binary_alloy (S : Finset (Fin 3 → ℝ)) (w : (Fin 3 → ℝ) → ℝ)
    (D : ℂ) (v : ℝ) (hS : ∀ n ∈ S, n ⬝ᵥ n = 1) (hw : ∑ n ∈ S, w n = 1)
    (hneg : ∀ n ∈ S, -n ∈ S) (heven : ∀ n ∈ S, w (-n) = w n)
    (hD : D ^ 2 ≠ (v : ℂ) ^ 2) :
    averageResolvent S w D v
      = (1 / 2 * ((D - v)⁻¹ + (D + v)⁻¹)) • (1 : Matrix (Fin 2) (Fin 2) ℂ) := by
  have hne : D ^ 2 - (v : ℂ) ^ 2 ≠ 0 := sub_ne_zero.mpr hD
  have hm : D - (v : ℂ) ≠ 0 := fun h => hne (by linear_combination (D + v) * h)
  have hp : D + (v : ℂ) ≠ 0 := fun h => hne (by linear_combination (D - v) * h)
  have h1 := mul_inv_cancel₀ hm
  have h2 := mul_inv_cancel₀ hp
  -- partial fractions
  have hfrac : D / (D ^ 2 - (v : ℂ) ^ 2) = 1 / 2 * ((D - v)⁻¹ + (D + v)⁻¹) := by
    rw [div_eq_iff hne]
    linear_combination (-(1 / 2) * (D + v)) * h1 + (-(1 / 2) * (D - v)) * h2
  rw [(disordered_local_moments S w D v hS hw hneg heven hD).2, hfrac]

end

end DisorderedLocalMoments
```

```lean
#print axioms DisorderedLocalMoments.disordered_local_moments
#print axioms DisorderedLocalMoments.average_nonmagnetic_iff
#print axioms DisorderedLocalMoments.average_eq_binary_alloy
```

```
'DisorderedLocalMoments.disordered_local_moments' depends on axioms: [propext, Classical.choice, Quot.sound]
'DisorderedLocalMoments.average_nonmagnetic_iff' depends on axioms: [propext, Classical.choice, Quot.sound]
'DisorderedLocalMoments.average_eq_binary_alloy' depends on axioms: [propext, Classical.choice, Quot.sound]
```
